# A lower bound, quadratic in the anisotropy, on the excess mean Clausius–Mossotti permittivity

The Clausius–Mossotti permittivity tensor is here (1 + 2X)(1 − X)⁻¹, with X a real 3×3 tensor, and the mean of a tensor is a third of its trace. The theorem `excess_ge_anisotropy` assumes that X is positive semidefinite and 1 − X positive definite, and writes x for the mean of X. It states that the mean permittivity exceeds the isotropic value (1 + 2x)/(1 − x) by at least tr (X − x)²/(1 − x)². The proof takes from `excess_eq` the exact excess, tr[(X − x)(1 − X)⁻¹(X − x)]/(1 − x)², and shows that (1 − X)⁻¹ − 1 is positive semidefinite. The trace of this difference between two factors X − x is then nonnegative, and expanding it should give the bound.

In Lean, a first try:

```lean
import Mathlib

open Matrix

namespace ExcessGeAnisotropy

noncomputable section

/-- Real second-rank tensors in three-dimensional space. -/
abbrev Tensor := Matrix (Fin 3) (Fin 3) ℝ

/-- The orientational mean of a tensor, one third of its trace. -/
def mean (M : Tensor) : ℝ := M.trace / 3

/-- The Clausius-Mossotti permittivity tensor `(1 + 2X)(1 - X)⁻¹`, for `1 - X` invertible. -/
def permittivity (X : Tensor) : Tensor := (1 + (2 : ℝ) • X) * (1 - X)⁻¹

/-- When `1 - X` is invertible, multiplying its inverse by `X` on either side
subtracts the identity. -/
theorem resolvent (X : Tensor) (hdet : (1 - X).det ≠ 0) :
    X * (1 - X)⁻¹ = (1 - X)⁻¹ - 1 ∧ (1 - X)⁻¹ * X = (1 - X)⁻¹ - 1 := by
  have h1 := Matrix.mul_nonsing_inv (1 - X) hdet.isUnit
  have h2 := Matrix.nonsing_inv_mul (1 - X) hdet.isUnit
  rw [sub_mul, one_mul] at h1
  rw [mul_sub, mul_one] at h2
  exact ⟨eq_sub_of_add_eq' (sub_eq_iff_eq_add.mp h1).symm,
    eq_sub_of_add_eq' (sub_eq_iff_eq_add.mp h2).symm⟩

/-- The exact excess of the mean permittivity over the isotropic Clausius-Mossotti value at the
same mean `x` of `X`, for `1 - X` invertible and `x ≠ 1`: it is quadratic in `X - x`,
weighted by `(1 - X)⁻¹`. -/
theorem excess_eq (X : Tensor) (hdet : (1 - X).det ≠ 0) (hx : 1 - mean X ≠ 0) :
    mean (permittivity X) - (1 + 2 * mean X) / (1 - mean X) =
      ((X - mean X • 1) * (1 - X)⁻¹ * (X - mean X • 1)).trace / (1 - mean X) ^ 2 := by
  obtain ⟨hXR, hRX⟩ := resolvent X hdet
  have ht : X.trace = 3 * mean X := by unfold mean; ring
  have hε : permittivity X = (3 : ℝ) • (1 - X)⁻¹ - (2 : ℝ) • (1 : Tensor) := by
    rw [permittivity, add_mul, one_mul, smul_mul_assoc, hXR]
    module
  have hm : mean (permittivity X) = ((1 - X)⁻¹).trace - 2 := by
    rw [hε, mean, Matrix.trace_sub, Matrix.trace_smul, Matrix.trace_smul, Matrix.trace_one]
    simp only [smul_eq_mul, Fintype.card_fin, Nat.cast_ofNat]
    ring
  generalize mean X = x at *
  -- expand the sandwich with the resolvent identities
  have h1 : (X - x • 1) * (1 - X)⁻¹ = (1 - x) • (1 - X)⁻¹ - 1 := by
    rw [sub_mul, smul_mul_assoc, one_mul, hXR]
    module
  have h2 : (X - x • 1) * (1 - X)⁻¹ * (X - x • 1) =
      (1 - x) ^ 2 • (1 - X)⁻¹ - (2 * (1 - x) - 1) • (1 : Tensor) - X := by
    rw [h1, mul_sub, mul_smul_comm, mul_one, sub_mul, smul_mul_assoc, hRX, one_mul]
    module
  rw [hm, h2, Matrix.trace_sub, Matrix.trace_sub, Matrix.trace_smul, Matrix.trace_smul,
    Matrix.trace_one, ht]
  simp only [smul_eq_mul, Fintype.card_fin, Nat.cast_ofNat]
  field_simp
  ring

/-- For a symmetric tensor `B`, the trace of `B R B` is the sum of the quadratic form of `R`
over the rows of `B`. -/
theorem trace_sandwich (B R : Tensor) (hB : B.IsSymm) :
    (B * R * B).trace = ∑ j, B j ⬝ᵥ R *ᵥ B j := by
  rw [Matrix.mul_assoc]
  simp only [Matrix.trace]
  refine Finset.sum_congr rfl fun j _ => ?_
  have hs : ∀ l, B l j = B j l := fun l => hB.apply j l
  simp only [Matrix.diag_apply, Matrix.mul_apply, dotProduct, Matrix.mulVec, hs]

/-- If `1 - X` is positive definite, then the mean of `X` is below one and the deviation of `X`
from its mean is a symmetric tensor. -/
theorem stable_facts (X : Tensor) (hA : (1 - X).PosDef) :
    0 < 1 - mean X ∧ (X - mean X • (1 : Tensor)).IsSymm := by
  constructor
  · have h : ∀ i, X i i < 1 := fun i => by
      have := hA.diag_pos (i := i)
      rw [Matrix.sub_apply, Matrix.one_apply_eq] at this
      linarith
    rw [mean, Matrix.trace_fin_three]
    linarith [h 0, h 1, h 2]
  · have h : (1 - X)ᴴ = 1 - X := hA.1
    rw [Matrix.conjTranspose_eq_transpose_of_trivial, Matrix.transpose_sub,
      Matrix.transpose_one] at h
    have hX : Xᵀ = X := sub_right_injective h
    change (X - mean X • (1 : Tensor))ᵀ = _
    rw [Matrix.transpose_sub, Matrix.transpose_smul, Matrix.transpose_one, hX]

/-- If `X` is positive semidefinite and `1 - X` positive definite, the excess of the mean
permittivity is at least `tr (X - x)² / (1 - x)²`, where `x` is the mean of `X`. -/
theorem excess_ge_anisotropy (X : Tensor) (hX : X.PosSemidef) (hA : (1 - X).PosDef) :
    ((X - mean X • 1) * (X - mean X • 1)).trace / (1 - mean X) ^ 2 ≤
      mean (permittivity X) - (1 + 2 * mean X) / (1 - mean X) := by
  obtain ⟨hx, hB⟩ := stable_facts X hA
  obtain ⟨hXR, hRX⟩ := resolvent X hA.det_pos.ne'
  rw [excess_eq X hA.det_pos.ne' hx.ne']
  -- `(1 - X)⁻¹ - 1 = X + X (1 - X)⁻¹ X` is positive semidefinite
  have hM : ((1 - X)⁻¹ - 1).PosSemidef := by
    have h := hX.add (hA.inv.posSemidef.conjTranspose_mul_mul_same X)
    have hH : Xᴴ = X := hX.1
    rw [hH, hXR, sub_mul, hRX, one_mul, add_sub_cancel] at h
    exact h
  have hnn : 0 ≤ ((X - mean X • 1) * ((1 - X)⁻¹ - 1) * (X - mean X • 1)).trace := by
    rw [trace_sandwich _ _ hB]
    refine Finset.sum_nonneg fun j _ => ?_
    have := hM.dotProduct_mulVec_nonneg ((X - mean X • (1 : Tensor)) j)
    rwa [star_trivial] at this
  rw [mul_sub, mul_one, sub_mul, Matrix.trace_sub] at hnn
  gcongr
  linarith

end

end ExcessGeAnisotropy
```

Messages:

```
Main.lean:106:15: error: Tactic `rewrite` failed: Did not find an occurrence of the pattern
  ?a * 1
in the target expression
  0 ≤ ((X - mean X • 1) * ((1 - X)⁻¹ - 1) * X - (X - mean X • 1) * ((1 - X)⁻¹ - 1) * mean X • 1).trace

X : Tensor
hX : PosSemidef X
hA : PosDef (1 - X)
hx : 0 < 1 - mean X
hB : IsSymm (X - mean X • 1)
hXR : X * (1 - X)⁻¹ = (1 - X)⁻¹ - 1
hRX : (1 - X)⁻¹ * X = (1 - X)⁻¹ - 1
hM : PosSemidef ((1 - X)⁻¹ - 1)
hnn : 0 ≤ ((X - mean X • 1) * ((1 - X)⁻¹ - 1) * X - (X - mean X • 1) * ((1 - X)⁻¹ - 1) * mean X • 1).trace
⊢ ((X - mean X • 1) * (X - mean X • 1)).trace / (1 - mean X) ^ 2 ≤
    ((X - mean X • 1) * (1 - X)⁻¹ * (X - mean X • 1)).trace / (1 - mean X) ^ 2
```

Fix (accepted with no message):

```diff
@@ -104,5 +104,5 @@
     have := hM.dotProduct_mulVec_nonneg ((X - mean X • (1 : Tensor)) j)
     rwa [star_trivial] at this
-  rw [mul_sub, mul_one, sub_mul, Matrix.trace_sub] at hnn
+  rw [mul_sub _ (1 - X)⁻¹ 1, mul_one, sub_mul, Matrix.trace_sub] at hnn
   gcongr
   linarith
```

What went wrong. The error says that `mul_one` found no product of the form `?a * 1` in `hnn`. The cause is the rewrite before it. `mul_sub` turns `a * (b - c)` into `a * b - a * c`, and `hnn` has two places where it fits: the inner product with `(1 - X)⁻¹ - 1`, and the outer product, whose right factor `X - mean X • 1` is also a difference. Given no arguments, `mul_sub` took the outer one, as the target expression in the message shows. The inner difference stayed whole, and the other new product ends in `mean X • 1`, a multiple of the identity and not `1` itself, so `mul_one` had nothing to rewrite.

The repair writes `mul_sub _ (1 - X)⁻¹ 1`, which names the difference to be expanded and so fits only the inner product. That yields a term ending in `* 1`, which `mul_one` removes. `sub_mul` and `Matrix.trace_sub` then split `hnn` into the difference of the two traces that the closing steps compare.
